# For fixed levels and intensities, an energy–intensity covariance gives the temperature derivative of an L-edge signal

Let an ion have a nonempty finite set of initial levels $i$ with energies $E_i$, and let $I_i$ be the absorption intensity from level $i$ at one chosen photon energy. If neither depends on temperature, the Boltzmann average $\langle I\rangle$ at inverse temperature $b$ satisfies

$$\frac{d\langle I\rangle}{db} = -\bigl(\langle IE\rangle - \langle I\rangle\langle E\rangle\bigr).$$

The bracket is the thermal covariance of intensity and energy.

The situation is common at the L and M edges of transition-metal ions. Spin–orbit coupling and the ligand field can leave several initial levels within reach of thermal excitation. Each has its own absorption spectrum, and in thermal equilibrium the absorption spectrum of the ion is their Boltzmann-weighted mean. In a ligand-field multiplet simulation with a finite, fixed list of levels, the formula gives the temperature derivative from the same energies and intensities that enter the average.

## Levels, weights and averages

The levels form a finite type `ι`. Each element is a single quantum state, so a $g$-fold degenerate level appears $g$ times. Energies and intensities are functions `ι → ℝ`. The intensities may have either sign, so a dichroic difference signal is allowed.

```lean
import Mathlib

open Finset

namespace ThermalEdgeIntensity

noncomputable section

variable {ι : Type*} [Fintype ι]
```

The letter $b$ stands for the usual $\beta = 1/k_BT$. The partition function is $Z(b)=\sum_i e^{-bE_i}$.

```lean
/-- The partition function of levels with energies `E` at inverse temperature `b`. -/
def partitionFunction (E : ι → ℝ) (b : ℝ) : ℝ :=
  ∑ i, Real.exp (-b * E i)
```

For any level property $A$, the unnormalised weighted sum is $S_A(b)=\sum_i A_i e^{-bE_i}$.

```lean
/-- The sum of a level property `A` weighted with the Boltzmann factors. -/
def weightedSum (E : ι → ℝ) (b : ℝ) (A : ι → ℝ) : ℝ :=
  ∑ i, A i * Real.exp (-b * E i)
```

The average is $\langle A\rangle = S_A/Z$. Using these weights assumes that the initial levels are in thermal equilibrium.

```lean
/-- The Boltzmann average of a level property `A`, meant for a nonempty set of levels,
where the partition function is not zero. -/
def thermalAverage (E : ι → ℝ) (b : ℝ) (A : ι → ℝ) : ℝ :=
  weightedSum E b A / partitionFunction E b
```

The covariance is defined by deviations from the means, without reference to any derivative:

$$\mathrm{cov}(A,B)=\bigl\langle (A-\langle A\rangle)(B-\langle B\rangle)\bigr\rangle .$$

```lean
/-- The thermal covariance of two level properties: the average product of their deviations
from their Boltzmann averages, for a nonempty set of levels. -/
def thermalCovariance (E : ι → ℝ) (b : ℝ) (A B : ι → ℝ) : ℝ :=
  thermalAverage E b
    (fun i => (A i - thermalAverage E b A) * (B i - thermalAverage E b B))
```

## The derivative with respect to inverse temperature

Each Boltzmann factor obeys $\frac{d}{db}e^{-bE_i}=-E_i e^{-bE_i}$. Summing over the levels gives

$$S_A'(b) = -\sum_i A_iE_i e^{-bE_i} = -S_{AE}(b).$$

In Lean, `HasDerivAt f f' b` says that `f` is differentiable at `b` with derivative `f'`. The proof differentiates term by term with `HasDerivAt.fun_sum`; `h` is the derivative of the exponent, and `h.exp` applies the chain rule.

```lean
/-- Differentiating a Boltzmann-weighted sum with respect to inverse temperature multiplies
each term by minus the energy of its level. -/
theorem hasDerivAt_weightedSum (E A : ι → ℝ) (b : ℝ) :
    HasDerivAt (fun x => weightedSum E x A)
      (-weightedSum E b (fun i => A i * E i)) b := by
  unfold weightedSum
  rw [← Finset.sum_neg_distrib]
  apply HasDerivAt.fun_sum
  intro i _
  -- the exponent of a single Boltzmann factor is linear in the inverse temperature
  have h : HasDerivAt (fun x : ℝ => -x * E i) (-E i) b :=
    ((hasDerivAt_id' b).fun_neg.mul_const (E i)).congr_deriv (by ring)
  exact (h.exp.const_mul (A i)).congr_deriv (by ring)
```

To divide by $Z$ we need $Z\neq 0$. Every exponential is positive and there is at least one level, so $Z>0$.

```lean
variable [Nonempty ι]

/-- The partition function of a nonempty finite set of levels is positive. -/
theorem partitionFunction_pos (E : ι → ℝ) (b : ℝ) : 0 < partitionFunction E b :=
  Finset.sum_pos (fun _ _ => Real.exp_pos _) Finset.univ_nonempty
```

Since $Z$ is the weighted sum of the constant $1$, the previous derivative gives $Z'=-S_E$. The quotient rule then yields

$$\frac{d}{db}\frac{S_I}{Z}=\frac{S_I'Z-S_IZ'}{Z^2}=\frac{-S_{IE}Z+S_IS_E}{Z^2}=-\bigl(\langle IE\rangle-\langle I\rangle\langle E\rangle\bigr).$$

The theorem states this for every real $b$. In the proof, `hZ` is the derivative of $Z$, `fun_div` is the quotient rule, and `field_simp` and `ring` do the last rearrangement.

```lean
/-- For a nonempty finite set of levels, the derivative of the Boltzmann-averaged intensity
with respect to inverse temperature is minus the average of intensity times energy, plus
the product of the two averages. -/
theorem hasDerivAt_thermalAverage (E I : ι → ℝ) (b : ℝ) :
    HasDerivAt (fun x => thermalAverage E x I)
      (-(thermalAverage E b (fun i => I i * E i)
        - thermalAverage E b I * thermalAverage E b E)) b := by
  have hne : partitionFunction E b ≠ 0 := (partitionFunction_pos E b).ne'
  -- the partition function is the weighted sum of the constant one
  have hZ : HasDerivAt (fun x => partitionFunction E x) (-weightedSum E b E) b := by
    simpa only [weightedSum, partitionFunction, one_mul] using
      hasDerivAt_weightedSum E (fun _ => 1) b
  -- quotient rule
  refine ((hasDerivAt_weightedSum E I b).fun_div hZ hne).congr_deriv ?_
  unfold thermalAverage
  field_simp
  ring
```

## The bracket as a covariance

For any reference values $a$ and $c$,

$$S_{(A-a)(B-c)} = S_{AB}-c\,S_A-a\,S_B+ac\,Z .$$

Setting $a=\langle A\rangle$ and $c=\langle B\rangle$ and dividing by $Z$ leaves

$$\mathrm{cov}(A,B)=\langle AB\rangle-\langle A\rangle\langle B\rangle .$$

The expansion is the step `key`. With $A=I$ and $B=E$, the derivative becomes $-\mathrm{cov}(I,E)$.

```lean
/-- For a nonempty finite set of levels, the thermal covariance is the average of the product
minus the product of the averages. -/
theorem thermalCovariance_eq (E A B : ι → ℝ) (b : ℝ) :
    thermalCovariance E b A B = thermalAverage E b (fun i => A i * B i)
      - thermalAverage E b A * thermalAverage E b B := by
  have hne : partitionFunction E b ≠ 0 := (partitionFunction_pos E b).ne'
  -- expand the product of deviations from arbitrary reference values
  have key : ∀ a c : ℝ, weightedSum E b (fun i => (A i - a) * (B i - c)) =
      weightedSum E b (fun i => A i * B i) - c * weightedSum E b A
        - a * weightedSum E b B + a * c * partitionFunction E b := by
    intro a c
    simp only [weightedSum, partitionFunction, Finset.mul_sum,
      ← Finset.sum_sub_distrib, ← Finset.sum_add_distrib]
    exact Finset.sum_congr rfl fun i _ => by ring
  simp only [thermalCovariance, thermalAverage, key]
  field_simp
  ring
```

## The derivative with respect to temperature

Let $\tau=k_BT$ be the temperature in energy units. Then $b=1/\tau$ and $db/d\tau=-1/\tau^2$, so the two minus signs cancel:

$$\frac{d\langle I\rangle}{d\tau}=\frac{\mathrm{cov}(I,E)}{\tau^2}.$$

Heating therefore raises the intensity at photon energies where the higher levels tend to absorb more strongly, in the sense of a positive covariance. Lean writes $1/\tau$ as `τ⁻¹` and requires only $\tau\neq0$; ordinary temperatures have $\tau>0$. The proof composes the main theorem with the derivative of the inverse.

Applied to a real sample, the formula assumes thermal equilibrium and that $E_i$ and $I_i$ stay fixed. If the ligand field changes with temperature, for instance through thermal expansion, further terms appear.

```lean
/-- For a nonempty finite set of levels at nonzero temperature `τ`, measured in energy units,
the temperature derivative of the averaged intensity is the covariance of intensity and energy
divided by `τ ^ 2`. -/
theorem hasDerivAt_temperature (E I : ι → ℝ) {τ : ℝ} (hτ : τ ≠ 0) :
    HasDerivAt (fun t => thermalAverage E t⁻¹ I)
      (thermalCovariance E τ⁻¹ I E / τ ^ 2) τ := by
  refine ((hasDerivAt_thermalAverage E I τ⁻¹).comp τ (hasDerivAt_inv hτ)).congr_deriv ?_
  rw [thermalCovariance_eq]
  ring
```

## Covariance as a sum over pairs

Write $w_i=e^{-bE_i}$. Multiplying out the differences and factorising the double sums gives

$$\sum_{i,j}w_iw_j(A_i-A_j)(B_i-B_j)=2\bigl(Z\,S_{AB}-S_AS_B\bigr)=2Z^2\,\mathrm{cov}(A,B).$$

The factor 2 arises because the double sum meets each pair of distinct levels twice; terms with $i=j$ vanish. The factorisation is again called `key`, and `Finset.sum_mul_sum` turns products of sums into double sums.

```lean
/-- For a nonempty finite set of levels, the thermal covariance is a Boltzmann-weighted sum over
ordered pairs of levels of the difference in `A` times the difference in `B`, divided by twice the
square of the partition function. -/
theorem thermalCovariance_pairs (E A B : ι → ℝ) (b : ℝ) :
    thermalCovariance E b A B =
      (∑ i, ∑ j, Real.exp (-b * E i) * Real.exp (-b * E j) *
        ((A i - A j) * (B i - B j))) / (2 * partitionFunction E b ^ 2) := by
  have hne : partitionFunction E b ≠ 0 := (partitionFunction_pos E b).ne'
  -- the double sum factorises into products of single sums
  have key : (∑ i, ∑ j, Real.exp (-b * E i) * Real.exp (-b * E j) *
        ((A i - A j) * (B i - B j))) =
      weightedSum E b (fun i => A i * B i) * partitionFunction E b
        - weightedSum E b A * weightedSum E b B
        - weightedSum E b B * weightedSum E b A
        + partitionFunction E b * weightedSum E b (fun i => A i * B i) := by
    simp only [weightedSum, partitionFunction, Finset.sum_mul_sum,
      ← Finset.sum_sub_distrib, ← Finset.sum_add_distrib]
    exact Finset.sum_congr rfl fun i _ => Finset.sum_congr rfl fun j _ => by ring
  rw [thermalCovariance_eq, key]
  unfold thermalAverage
  field_simp
  ring
```

## When cooling cannot raise the intensity

Suppose that $(I_i-I_j)(E_i-E_j)\ge 0$ for all $i$ and $j$. Physically, at the chosen photon energy no higher level absorbs more weakly than a lower one; levels of equal energy may have any intensities. Every term of the pair sum is then nonnegative, so $\mathrm{cov}(I,E)\ge0$ and $d\langle I\rangle/db\le0$. The average never increases with $b$, which is what `Antitone` says. The proof passes from the sign of the derivative to this statement with `antitone_of_deriv_nonpos`.

```lean
/-- If, in a nonempty finite set of levels, no level of higher energy has a lower intensity
than a level of lower energy, the averaged intensity never increases with inverse temperature. -/
theorem thermalAverage_antitone (E I : ι → ℝ)
    (h : ∀ i j, 0 ≤ (I i - I j) * (E i - E j)) :
    Antitone (fun b => thermalAverage E b I) := by
  apply antitone_of_deriv_nonpos
  · exact fun b => (hasDerivAt_thermalAverage E I b).differentiableAt
  · intro b
    rw [(hasDerivAt_thermalAverage E I b).deriv, ← thermalCovariance_eq E I E b,
      thermalCovariance_pairs]
    -- no pair of levels makes a negative contribution to the covariance
    exact neg_nonpos.mpr (div_nonneg
      (Finset.sum_nonneg fun i _ => Finset.sum_nonneg fun j _ =>
        mul_nonneg (by positivity) (h i j)) (by positivity))
```

With no condition relating intensity to energy, the conclusion can fail. Take two levels with $E=(0,1)$ and $I=(1,0)$, so that only the lower one absorbs. Then $\langle I\rangle = 1/(1+e^{-b})$, which increases with $b$: cooling strengthens the signal.

## Two levels

For levels $0$ and $1$, each a single quantum state, with populations $p_i=e^{-bE_i}/Z$, the pair sum has two equal terms with $i\neq j$, which cancel the factor $\tfrac12$:

$$\frac{d\langle I\rangle}{db}=-(I_1-I_0)(E_1-E_0)\,p_0\,p_1 .$$

The change vanishes if the two levels have equal energies or equal intensities. In Lean the levels are the elements of `Fin 2`, and `Fin.sum_univ_two` writes out the sums.

```lean
/-- For two levels, the derivative of the averaged intensity with respect to inverse temperature
is minus the product of the intensity difference, the energy difference and the two
Boltzmann populations. -/
theorem hasDerivAt_twoLevel (E I : Fin 2 → ℝ) (b : ℝ) :
    HasDerivAt (fun x => thermalAverage E x I)
      (-((I 1 - I 0) * (E 1 - E 0) *
        (Real.exp (-b * E 0) / partitionFunction E b) *
        (Real.exp (-b * E 1) / partitionFunction E b))) b := by
  refine (hasDerivAt_thermalAverage E I b).congr_deriv ?_
  rw [← thermalCovariance_eq E I E b, thermalCovariance_pairs]
  simp only [Fin.sum_univ_two]
  ring

end

end ThermalEdgeIntensity
```

```lean
#print axioms ThermalEdgeIntensity.hasDerivAt_temperature
#print axioms ThermalEdgeIntensity.thermalAverage_antitone
#print axioms ThermalEdgeIntensity.hasDerivAt_twoLevel
```

```
'ThermalEdgeIntensity.hasDerivAt_temperature' depends on axioms: [propext, Classical.choice, Quot.sound]
'ThermalEdgeIntensity.thermalAverage_antitone' depends on axioms: [propext, Classical.choice, Quot.sound]
'ThermalEdgeIntensity.hasDerivAt_twoLevel' depends on axioms: [propext, Classical.choice, Quot.sound]
```
